# The Bloch phase sum of exponentially decaying terms over an infinite stack of layers

The declaration `hasSum_bloch` concerns an infinite stack of layers numbered by the integers l, where layer l contributes a term that decays as exp(−a|l|) and carries the phase exp(i l t). For real a > 0 and any real t, it states that these terms sum to sinh a / (cosh a − cos t). The attempt splits the sum into the layers with l ≥ 0 and those with l < 0, and treats each part as a geometric series whose ratio has norm below 1. The algebraic identity `two_sided_geometric` then combines the two results into one fraction.

The failing Lean file:

```lean
import Mathlib

open Filter Topology Complex

namespace LayeredPlasmon

noncomputable section

/-- Algebraic identity that combines `(1 - r u)⁻¹` and `r v (1 - r v)⁻¹` into one fraction, given `E
r = 1`, `u v = 1` and nonzero denominators. -/
theorem two_sided_geometric {E r u v : ℂ} (hE : E * r = 1) (hu : u * v = 1)
    (h1 : 1 - r * u ≠ 0) (h2 : 1 - r * v ≠ 0) :
    (1 - r * u)⁻¹ + r * v * (1 - r * v)⁻¹
      = ((E - r) / 2) / ((E + r) / 2 - (u + v) / 2) := by
  have hE0 : E ≠ 0 := left_ne_zero_of_mul_eq_one hE
  have hN : (E - r) / 2 = E * (1 - (r * u) * (r * v)) / 2 := by
    linear_combination (r * u * v / 2) * hE + (r / 2) * hu
  have hD : (E + r) / 2 - (u + v) / 2 = E * ((1 - r * u) * (1 - r * v)) / 2 := by
    linear_combination ((u + v - r * u * v) / 2) * hE - (r / 2) * hu
  rw [hN, hD]
  generalize r * u = z at *
  generalize r * v = w at *
  field_simp
  ring

/-- Lattice sum of the terms `exp(-a |l|) exp(i l t)` over all layers, for `a > 0`. -/
theorem hasSum_bloch {a : ℝ} (ha : 0 < a) (t : ℝ) :
    HasSum (fun l : ℤ => ((Real.exp (-(a * |(l : ℝ)|)) : ℝ) : ℂ) * cexp (l * t * I))
      ((Real.sinh a / (Real.cosh a - Real.cos t) : ℝ) : ℂ) := by
  have hnorm : ∀ s : ℝ, ‖cexp (-(a : ℂ)) * cexp (s * I)‖ < 1 := by
    intro s
    rw [norm_mul, Complex.norm_exp_ofReal_mul_I, mul_one, Complex.norm_exp]
    simpa using ha
  have hz := hnorm t
  have hw := hnorm (-t)
  rw [Complex.ofReal_neg] at hw
  have ne : ∀ z : ℂ, ‖z‖ < 1 → 1 - z ≠ 0 := by
    intro z h h0
    have h1 : z = 1 := (sub_eq_zero.mp h0).symm
    rw [h1, norm_one] at h
    exact lt_irrefl _ h
  have hE : cexp (a : ℂ) * cexp (-(a : ℂ)) = 1 := by
    rw [← Complex.exp_add, add_neg_cancel, Complex.exp_zero]
  have hu : cexp (t * I) * cexp (-(t : ℂ) * I) = 1 := by
    have h0 : (t : ℂ) * I + -(t : ℂ) * I = 0 := by ring
    rw [← Complex.exp_add, h0, Complex.exp_zero]
  obtain ⟨F, hF⟩ : ∃ F : ℤ → ℂ, F = fun l : ℤ =>
    ((Real.exp (-(a * |(l : ℝ)|)) : ℝ) : ℂ) * cexp (l * t * I) := ⟨_, rfl⟩
  rw [← hF]
  -- layers above, including the reference layer
  have e1 : ∀ k : ℕ, F (k : ℤ) = (cexp (-(a : ℂ)) * cexp (t * I)) ^ k := by
    intro k
    have habs : |(((k : ℤ)) : ℝ)| = (k : ℝ) := by simp
    simp only [hF]
    rw [habs, ← Complex.exp_add, ← Complex.exp_nat_mul, Complex.ofReal_exp,
      ← Complex.exp_add]
    congr 1
    push_cast
    ring
  -- layers below
  have e2 : ∀ k : ℕ, F (-((k : ℤ) + 1)) = (cexp (-(a : ℂ)) * cexp (-(t : ℂ) * I))
      * (cexp (-(a : ℂ)) * cexp (-(t : ℂ) * I)) ^ k := by
    intro k
    have habs : |((-((k : ℤ) + 1) : ℤ) : ℝ)| = (k : ℝ) + 1 := by
      push_cast
      rw [abs_neg, abs_of_nonneg (by positivity)]
    simp only [hF]
    rw [← pow_succ', habs, ← Complex.exp_add, ← Complex.exp_nat_mul,
      Complex.ofReal_exp, ← Complex.exp_add]
    congr 1
    push_cast
    ring
  have g1 := (hasSum_congr e1).2 (hasSum_geometric_of_norm_lt_one hz)
  have g2 := (hasSum_congr e2).2 ((hasSum_geometric_of_norm_lt_one hw).mul_left _)
  have h := HasSum.of_nat_of_neg_add_one (f := F) g1 g2
  rw [two_sided_geometric hE hu (ne _ hz) (ne _ hw)] at h
  rw [Complex.ofReal_div, Complex.ofReal_sub, Complex.ofReal_sinh, Complex.ofReal_cosh,
    Complex.ofReal_cos]
  exact h

end

end LayeredPlasmon
```

The error:

```
Main.lean:73:14: error(lean.unknownIdentifier): Unknown identifier `hasSum_congr`
Main.lean:29:62: error: unsolved goals
a : ℝ
ha : 0 < a
t : ℝ
hnorm : ∀ (s : ℝ), ‖cexp (-↑a) * cexp (↑s * I)‖ < 1
hz : ‖cexp (-↑a) * cexp (↑t * I)‖ < 1
hw : ‖cexp (-↑a) * cexp (-↑t * I)‖ < 1
ne : ∀ (z : ℂ), ‖z‖ < 1 → 1 - z ≠ 0
hE : cexp ↑a * cexp (-↑a) = 1
hu : cexp (↑t * I) * cexp (-↑t * I) = 1
F : ℤ → ℂ
hF : F = fun l => ↑(Real.exp (-(a * |↑l|))) * cexp (↑l * ↑t * I)
e1 : ∀ (k : ℕ), F ↑k = (cexp (-↑a) * cexp (↑t * I)) ^ k
e2 : ∀ (k : ℕ), F (-(↑k + 1)) = cexp (-↑a) * cexp (-↑t * I) * (cexp (-↑a) * cexp (-↑t * I)) ^ k
⊢ HasSum F ↑(Real.sinh a / (Real.cosh a - Real.cos t))
```

The first message says that Lean knows no lemma called `hasSum_congr` in this context. The proof needed it to carry the geometric sums over to `F`, using the termwise equalities `e1` and `e2`. The second message is a consequence of the first: the proof stopped at `g1`, so the main goal was left open, and the context shown contains `e1` and `e2` but not `g1`. It does not point to a separate fault.

The repair uses `HasSum.congr_fun`, which does exist. Applied to a known sum, it takes a proof that the new terms equal the old ones and gives the same sum for the new terms. `e1` and `e2` have `F` on the left and the geometric terms on the right, so they fit as they stand. The same change is made in `g2`, which Lean had not reached. There the diff also writes out the constant factor that had been left as `_`; the messages do not show whether this was necessary.

After these edits no error is left:

```diff
@@ -71,6 +71,7 @@
     push_cast
     ring
-  have g1 := (hasSum_congr e1).2 (hasSum_geometric_of_norm_lt_one hz)
-  have g2 := (hasSum_congr e2).2 ((hasSum_geometric_of_norm_lt_one hw).mul_left _)
+  have g1 := (hasSum_geometric_of_norm_lt_one hz).congr_fun e1
+  have g2 := ((hasSum_geometric_of_norm_lt_one hw).mul_left
+    (cexp (-(a : ℂ)) * cexp (-(t : ℂ) * I))).congr_fun e2
   have h := HasSum.of_nat_of_neg_add_one (f := F) g1 g2
   rw [two_sided_geometric hE hu (ne _ hz) (ne _ hw)] at h
```
